# Relative error stays bounded when the decaying solution in a constant barrier is continued inward

The theorem `inward_error_le` concerns exact real solutions of u″ = k²u with k > 0, so no discretisation error enters. This is the radial equation for zero angular momentum (l = 0) in a constant barrier higher than the energy. The solution starts at a with value (1 + ε)e^(−ka) and slope (−k + d)e^(−ka), and the theorem says that at every x ≤ a its relative error with respect to e^(−kx) is at most |ε| + |d|/(2k) in absolute value. The proof takes the exact error formula from `relErr_eq` and writes E for e^(2k(x−a)), which satisfies 0 < E ≤ 1. It then splits the error into ε(1 + E)/2 and d(E − 1)/(2k), applies the triangle inequality, and evaluates the absolute values before a final call to `nlinarith`.

In Lean, a first try:

```lean
import Mathlib

open Filter

namespace ForbiddenRegionIntegration

noncomputable section

/-- The pair `(u, v)` solves the radial equation `u'' = k² u` of a constant barrier,
written as the first-order system `u' = v`, `v' = k² u`. -/
structure ForbiddenSolution (k : ℝ) (u v : ℝ → ℝ) : Prop where
  du : ∀ x, HasDerivAt u (v x) x
  dv : ∀ x, HasDerivAt v (k ^ 2 * u x) x

/-- A solution started at `a` from the data of `exp (-k x)`, with relative error `ε` in the value
and with the slope `-k exp (-k a)` of the reference replaced by `(-k + d) exp (-k a)`. -/
structure StartedAt (k a ε d : ℝ) (u v : ℝ → ℝ) : Prop extends ForbiddenSolution k u v where
  value : u a = (1 + ε) * Real.exp (-k * a)
  slope : v a = (-k + d) * Real.exp (-k * a)

/-- Relative error of `u` at `x` with respect to the decaying solution `exp (-k x)`. -/
def relErr (k : ℝ) (u : ℝ → ℝ) (x : ℝ) : ℝ :=
  (u x - Real.exp (-k * x)) / Real.exp (-k * x)

/-- The derivative of `exp (c x)` is `c exp (c x)`. -/
lemma hasDerivAt_exp_mul (c x : ℝ) :
    HasDerivAt (fun y : ℝ => Real.exp (c * y)) (c * Real.exp (c * x)) x := by
  have h : HasDerivAt (fun y : ℝ => c * y) c x :=
    ((hasDerivAt_id' x).const_mul c).congr_deriv (mul_one c)
  exact h.exp.congr_deriv (by ring)

/-- The growing and the decaying exponential are reciprocal to each other. -/
lemma exp_mul_exp_neg (k x : ℝ) : Real.exp (k * x) * Real.exp (-k * x) = 1 := by
  rw [← Real.exp_add, show k * x + -k * x = 0 by ring, Real.exp_zero]

/-- For `s = k` or `s = -k`, the combination `(u' + s u) exp (-s x)` keeps its value
along every solution. -/
theorem amplitude_conserved {k s : ℝ} {u v : ℝ → ℝ} (h : ForbiddenSolution k u v)
    (hs : s ^ 2 = k ^ 2) (x a : ℝ) :
    (v x + s * u x) * Real.exp (-s * x) = (v a + s * u a) * Real.exp (-s * a) := by
  have hd : ∀ y, HasDerivAt (fun y => (v y + s * u y) * Real.exp (-s * y)) 0 y := fun y =>
    (((h.dv y).fun_add ((h.du y).const_mul s)).fun_mul
      (hasDerivAt_exp_mul (-s) y)).congr_deriv
        (by linear_combination (-(u y) * Real.exp (-s * y)) * hs)
  exact is_const_of_deriv_eq_zero (fun y => (hd y).differentiableAt)
    (fun y => (hd y).deriv) x a

/-- Exact relative error at `x` of a solution started at `a` with value error `ε` and
slope error `d`. -/
theorem relErr_eq {k a ε d : ℝ} {u v : ℝ → ℝ} (hk : 0 < k) (h : StartedAt k a ε d u v)
    (x : ℝ) :
    relErr k u x = ε + (d + k * ε) * (Real.exp (2 * k * (x - a)) - 1) / (2 * k) := by
  have A := amplitude_conserved h.toForbiddenSolution (s := k) rfl x a
  have B := amplitude_conserved h.toForbiddenSolution (s := -k) (by ring) x a
  simp only [neg_neg] at B
  rw [h.value, h.slope] at A B
  have h1 := exp_mul_exp_neg k x
  have h2 := exp_mul_exp_neg k a
  have hE : Real.exp (2 * k * (x - a)) = Real.exp (-k * a) ^ 2 * Real.exp (k * x) ^ 2 := by
    simp only [pow_two, ← Real.exp_add]
    congr 1
    ring
  -- the two conserved amplitudes determine `u x`
  have key : u x * Real.exp (k * x) =
      ((d + k * ε) * (Real.exp (-k * a) ^ 2 * Real.exp (k * x) ^ 2)
        + 2 * k - d + k * ε) / (2 * k) := by
    rw [eq_div_iff (by positivity)]
    linear_combination Real.exp (k * x) ^ 2 * A - B
      - (v x + k * u x) * Real.exp (k * x) * h1 - (-2 * k + d - k * ε) * h2
  have hr : relErr k u x = u x * Real.exp (k * x) - 1 := by
    unfold relErr
    rw [div_eq_iff (Real.exp_pos _).ne']
    linear_combination (-(u x)) * h1
  rw [hr, key, hE]
  field_simp
  ring

/-- At every point inward of the start, the relative error is at most `|ε| + |d| / (2k)`. -/
theorem inward_error_le {k a ε d : ℝ} {u v : ℝ → ℝ} (hk : 0 < k)
    (h : StartedAt k a ε d u v) {x : ℝ} (hx : x ≤ a) :
    |relErr k u x| ≤ |ε| + |d| / (2 * k) := by
  rw [relErr_eq hk h x]
  have hE0 : 0 < Real.exp (2 * k * (x - a)) := Real.exp_pos _
  have hE1 : Real.exp (2 * k * (x - a)) ≤ 1 :=
    Real.exp_le_one_iff.mpr (mul_nonpos_of_nonneg_of_nonpos (by positivity) (by linarith))
  generalize Real.exp (2 * k * (x - a)) = E at hE0 hE1 ⊢
  have e : ε + (d + k * ε) * (E - 1) / (2 * k)
      = ε * ((1 + E) / 2) + d / (2 * k) * (E - 1) := by
    field_simp <;> ring
  rw [e]
  refine (abs_add_le _ _).trans ?_
  have h2k : 0 < 2 * k := by positivity
  have hp : 0 < (1 + E) / 2 := by positivity
  have hn : E - 1 ≤ 0 := by linarith
  rw [abs_mul, abs_mul, abs_div, abs_of_pos h2k, abs_of_pos hp, abs_of_nonpos hn]
  have hq : 0 ≤ |d| / (2 * k) := by positivity
  nlinarith [mul_nonneg (abs_nonneg ε) (sub_nonneg.mpr hE1), mul_nonneg hq hE0.le]

end

end ForbiddenRegionIntegration
```

The compiler's answer:

```
Main.lean:95:33: error: Tactic `rewrite` failed: Did not find an occurrence of the pattern
  |2 * k|
in the target expression
  |ε| * (|1 + E| / |2|) + |d / (2 * k)| * |E - 1| ≤ |ε| + |d| / (2 * k)

k a ε d : ℝ
u v : ℝ → ℝ
hk : 0 < k
h : StartedAt k a ε d u v
x : ℝ
hx : x ≤ a
E : ℝ
hE0 : 0 < E
hE1 : E ≤ 1
e : ε + (d + k * ε) * (E - 1) / (2 * k) = ε * ((1 + E) / 2) + d / (2 * k) * (E - 1)
h2k : 0 < 2 * k
hp : 0 < (1 + E) / 2
hn : E - 1 ≤ 0
⊢ |ε| * (|1 + E| / |2|) + |d / (2 * k)| * |E - 1| ≤ |ε| + |d| / (2 * k)
```

Diagnosis. The message says that `rw` found no `|2 * k|` to rewrite with `abs_of_pos h2k`. The step before it, `abs_div`, was meant to produce that term from `|d / (2 * k)|`. But after the two `abs_mul` rewrites the goal holds two absolute values of quotients, and `rw` fixes the pattern of `abs_div` at the first match, which is `|(1 + E) / 2|`. That one became `|1 + E| / |2|`, while `|d / (2 * k)|` stayed whole, as the printed goal shows.

The repair reorders the rewrites. Now `abs_of_pos hp` removes the absolute value from `(1 + E) / 2` first, so the only match left for `abs_div` is `|d / (2 * k)|`. This gives `|d| / |2 * k|`, and `abs_of_pos h2k` applies. That `abs_of_nonpos hn` also moves ahead of `abs_div` makes no difference, since `|E - 1|` contains no quotient.

Putting `field_simp` and `ring` on separate lines is mere tidying.

The mended proof, as a diff:

```diff
@@ -87,5 +87,6 @@
   have e : ε + (d + k * ε) * (E - 1) / (2 * k)
       = ε * ((1 + E) / 2) + d / (2 * k) * (E - 1) := by
-    field_simp <;> ring
+    field_simp
+    ring
   rw [e]
   refine (abs_add_le _ _).trans ?_
@@ -93,5 +94,5 @@
   have hp : 0 < (1 + E) / 2 := by positivity
   have hn : E - 1 ≤ 0 := by linarith
-  rw [abs_mul, abs_mul, abs_div, abs_of_pos h2k, abs_of_pos hp, abs_of_nonpos hn]
+  rw [abs_mul, abs_mul, abs_of_pos hp, abs_of_nonpos hn, abs_div, abs_of_pos h2k]
   have hq : 0 ≤ |d| / (2 * k) := by positivity
   nlinarith [mul_nonneg (abs_nonneg ε) (sub_nonneg.mpr hE1), mul_nonneg hq hE0.le]
```
